# Constrained DFT multipliers bound the energy difference between two minimisers of the penalised energy

Take a molecule with only two states, \(x_1\) and \(x_2\), with energies \(E_1\) and \(E_2\) and charges \(c_1\) and \(c_2\) on one fragment. Constrained DFT selects a state of given fragment charge by adding a penalty \(l\) times the charge to the energy and tuning the multiplier \(l\). Suppose that \(x_1\) is lowest at \(l_1\) and \(x_2\) is lowest at \(l_2\):

\[
E_1+l_1c_1\le E_2+l_1c_2,\qquad E_2+l_2c_2\le E_1+l_2c_1 .
\]

Rearranged, these inequalities enclose the energy difference:

\[
-l_1(c_2-c_1)\le E_2-E_1\le -l_2(c_2-c_1).
\]

More states and more constraints leave this argument unchanged. If, for a single constraint, there are such solutions at all nearby charges and the multiplier varies continuously with the charge, then the slope of the energy against the charge is minus the multiplier.

## Two kinds of minimiser

```lean
import Mathlib

open Matrix Filter Topology Asymptotics

namespace ConstrainedDFT

/-- The state `x` minimises the energy `E` among the admissible states in `S` whose
constrained quantities `g` have the prescribed values `c`. -/
def IsConstrainedMin {X ι : Type*} (S : Set X) (E : X → ℝ) (g : X → ι → ℝ)
    (c : ι → ℝ) (x : X) : Prop :=
  x ∈ S ∧ g x = c ∧ ∀ y ∈ S, g y = c → E x ≤ E y
```

`X` is the type of states, which may be densities, orbitals or wavefunctions, and `S` is the set of admissible ones. The index type `ι` labels the constrained quantities, so `g x` is a list of real numbers, such as fragment charges or spins. The definition says that \(x\) is admissible, has \(g(x)=c\), and has the lowest energy among admissible states with those values.

```lean
/-- The state `x` minimises the penalised energy `E + l · g` over the admissible states
in `S`, with one multiplier in `l` for each constrained quantity in `g`. -/
def IsPenalisedMin {X ι : Type*} [Fintype ι] (S : Set X) (E : X → ℝ) (g : X → ι → ℝ)
    (l : ι → ℝ) (x : X) : Prop :=
  x ∈ S ∧ ∀ y ∈ S, E x + l ⬝ᵥ g x ≤ E y + l ⬝ᵥ g y
```

Here \(x\) minimises \(E+l\cdot g\) over all of \(S\), with no condition on \(g\). The symbol `⬝ᵥ` is the dot product \(\sum_i l_i g_i\), and `[Fintype ι]` makes the number of constraints finite. The multiplier \(l\), often written \(V\), sets the strength of the constraint potential. Writing the penalty as \(l\cdot(g-c)\) would shift the energy by a constant and give the same minimisers.

The minimum is global. A converged self-consistent calculation supplies only a stationary point, and the step from there to `IsPenalisedMin` has to be justified separately.

```lean
variable {X ι : Type*} [Fintype ι] {S : Set X} {E : X → ℝ} {g : X → ι → ℝ}

/-- A minimiser of the penalised energy minimises the bare energy among the admissible
states that share its values of the constrained quantities. -/
theorem IsPenalisedMin.isConstrainedMin {l c : ι → ℝ} {x : X}
    (h : IsPenalisedMin S E g l x) (hc : g x = c) : IsConstrainedMin S E g c x := by
  refine ⟨h.1, hc, fun y hy hyc => ?_⟩
  -- the penalty is the same for both states and cancels
  have hxy := h.2 y hy
  rw [hc, hyc] at hxy
  linarith
```

Let \(x\) be a penalised minimiser with \(g(x)=c\), and let \(y\in S\) also have \(g(y)=c\). Then

\[
E(x)+l\cdot c\le E(y)+l\cdot c ,
\]

and the penalty cancels. In Lean, `h.2 y hy` is the minimality of \(x\) tested against \(y\), `rw` replaces both constraint values by \(c\), and `linarith` does the cancellation.

## Each minimiser as a trial state for the other

```lean
/-- If `x₁` and `x₂` minimise the penalised energy with multipliers `l₁` and `l₂` and have
constraint values `c₁` and `c₂`, then both are constrained minimisers of the energy, and
their energy difference lies between `-l₁ · (c₂ - c₁)` and `-l₂ · (c₂ - c₁)`. -/
theorem constrained_sensitivity {l₁ l₂ c₁ c₂ : ι → ℝ} {x₁ x₂ : X}
    (h₁ : IsPenalisedMin S E g l₁ x₁) (h₂ : IsPenalisedMin S E g l₂ x₂)
    (hc₁ : g x₁ = c₁) (hc₂ : g x₂ = c₂) :
    (IsConstrainedMin S E g c₁ x₁ ∧ IsConstrainedMin S E g c₂ x₂) ∧
      -(l₁ ⬝ᵥ (c₂ - c₁)) ≤ E x₂ - E x₁ ∧ E x₂ - E x₁ ≤ -(l₂ ⬝ᵥ (c₂ - c₁)) := by
  refine ⟨⟨h₁.isConstrainedMin hc₁, h₂.isConstrainedMin hc₂⟩, ?_⟩
  -- each minimiser serves as a trial state for the other problem
  have h12 := h₁.2 x₂ h₂.1
  have h21 := h₂.2 x₁ h₁.1
  rw [hc₁, hc₂] at h12 h21
  rw [dotProduct_sub, dotProduct_sub]
  constructor <;> linarith
```

The conclusion has two parts: both states are constrained minimisers, and the energy difference obeys the two bounds. The first part is the previous theorem used twice. For the second, test each minimiser against the other:

\[
E(x_1)+l_1\cdot c_1\le E(x_2)+l_1\cdot c_2,\qquad
E(x_2)+l_2\cdot c_2\le E(x_1)+l_2\cdot c_1 .
\]

These are `h12` and `h21`. Rearranging them gives the lower and the upper bound. Neither convexity nor smoothness is assumed.

```lean
/-- Between two minimisers of the penalised energy, the change of the multipliers and the
change of the constrained quantities have a non-positive scalar product. -/
theorem multiplier_antitone {l₁ l₂ : ι → ℝ} {x₁ x₂ : X}
    (h₁ : IsPenalisedMin S E g l₁ x₁) (h₂ : IsPenalisedMin S E g l₂ x₂) :
    (l₂ - l₁) ⬝ᵥ (g x₂ - g x₁) ≤ 0 := by
  obtain ⟨_, hlow, hup⟩ := constrained_sensitivity h₁ h₂ rfl rfl
  rw [sub_dotProduct]
  linarith
```

The lower bound cannot exceed the upper one, so \(-l_1\cdot(c_2-c_1)\le -l_2\cdot(c_2-c_1)\), which is

\[
(l_2-l_1)\cdot(c_2-c_1)\le 0 .
\]

The arguments `rfl rfl` set \(c_i=g(x_i)\). For one constraint, raising the multiplier never raises the constrained quantity.

## The multiplier as a slope

```lean
/-- Along a path of penalised minimisers near `t₀`, with multipliers continuous at `t₀` and
constrained quantities differentiable there with rate `c'`, the energy is differentiable
at `t₀` with rate `-l · c'`. -/
theorem energy_hasDerivAt {x : ℝ → X} {l : ℝ → ι → ℝ} {c' : ι → ℝ} {t₀ : ℝ}
    (hsol : ∀ᶠ t in 𝓝 t₀, IsPenalisedMin S E g (l t) (x t))
    (hl : ContinuousAt l t₀) (hc : HasDerivAt (fun t => g (x t)) c' t₀) :
    HasDerivAt (fun t => E (x t)) (-(l t₀ ⬝ᵥ c')) t₀ := by
  have h₀ := hsol.self_of_nhds
  have hci : ∀ i, HasDerivAt (fun t => g (x t) i) (c' i) t₀ := hasDerivAt_pi.1 hc
  -- the gap between the two sensitivity bounds is of higher than first order
  have hR : (fun t => (l t - l t₀) ⬝ᵥ (g (x t) - g (x t₀))) =o[𝓝 t₀]
      (fun t => t - t₀) := by
    simp only [dotProduct, Pi.sub_apply]
    have hterm : ∀ i, (fun t => (l t i - l t₀ i) * (g (x t) i - g (x t₀) i)) =o[𝓝 t₀]
        (fun t => t - t₀) := by
      intro i
      have h1 : (fun t => l t i - l t₀ i) =o[𝓝 t₀] (fun _ => (1 : ℝ)) := by
        rw [isLittleO_one_iff]
        have h : Tendsto (fun t => l t i) (𝓝 t₀) (𝓝 (l t₀ i)) := tendsto_pi_nhds.1 hl i
        simpa using h.sub_const (l t₀ i)
      have h2 : (fun t => g (x t) i - g (x t₀) i) =O[𝓝 t₀] (fun t => t - t₀) :=
        (hci i).hasFDerivAt.isBigO_sub
      simpa only [one_mul] using h1.mul_isBigO h2
    have hsum := IsLittleO.sum
      (fun (i : ι) (_ : i ∈ (Finset.univ : Finset ι)) => hterm i)
    refine hsum.congr_left fun t => ?_
    simp [Finset.sum_apply]
  -- the penalised energy with frozen multipliers is stationary at `t₀`
  have hF : HasDerivAt (fun t => E (x t) + l t₀ ⬝ᵥ g (x t)) 0 t₀ := by
    rw [hasDerivAt_iff_isLittleO]
    refine (IsBigO.of_bound 1 ?_).trans_isLittleO hR
    filter_upwards [hsol] with t ht
    have a := h₀.2 (x t) ht.1
    have b := ht.2 (x t₀) h₀.1
    simp only [smul_zero, sub_zero, one_mul, Real.norm_eq_abs]
    rw [abs_of_nonneg (sub_nonneg.2 a)]
    refine le_trans ?_ (neg_le_abs _)
    simp only [sub_dotProduct, dotProduct_sub]
    linarith
  have hd : HasDerivAt (fun t => l t₀ ⬝ᵥ g (x t)) (l t₀ ⬝ᵥ c') t₀ := by
    simp only [dotProduct]
    exact HasDerivAt.fun_sum fun i _ => (hci i).const_mul (l t₀ i)
  have h := hF.fun_sub hd
  simpa only [add_sub_cancel_right, zero_sub] using h
```

Now the solutions form a path \(x(t)\). The notation `∀ᶠ t in 𝓝 t₀` means "for all \(t\) close enough to \(t_0\)", and `HasDerivAt f a t₀` means that \(f\) has derivative \(a\) at \(t_0\). Write \(c(t)=g(x(t))\), and freeze the multipliers at \(t_0\):

\[
F(t)=E(x(t))+l(t_0)\cdot c(t).
\]

Minimality of \(x(t_0)\) gives \(F(t)-F(t_0)\ge 0\). Minimality of \(x(t)\) gives \(E(x(t))-E(x(t_0))\le -l(t)\cdot(c(t)-c(t_0))\). Adding \(l(t_0)\cdot(c(t)-c(t_0))\) to both sides yields

\[
0\le F(t)-F(t_0)\le -(l(t)-l(t_0))\cdot(c(t)-c(t_0)).
\]

In each term on the right, the first factor tends to zero by continuity and the second is of order \(t-t_0\) by differentiability. The finite sum is therefore \(o(t-t_0)\), and \(F'(t_0)=0\). Subtracting the derivative of \(l(t_0)\cdot c(t)\) leaves

\[
\frac{dE}{dt}=-l(t_0)\cdot c'(t_0).
\]

In the code, `hR` is the estimate of the right-hand side, `hF` is \(F'(t_0)=0\), and `hd` is the derivative that is subtracted.

```lean
/-- For a single constraint, let `x c` be penalised minimisers with constraint value `c`, for
all `c` near `c₀`, with multiplier `l c` continuous at `c₀`. Then the derivative of the
energy with respect to the constraint value at `c₀` is `-l c₀`. -/
theorem energy_hasDerivAt_constraint {q : X → ℝ} {x : ℝ → X} {l : ℝ → ℝ} {c₀ : ℝ}
    (hsol : ∀ᶠ c in 𝓝 c₀,
      IsPenalisedMin S E (fun y (_ : Fin 1) => q y) (fun _ => l c) (x c))
    (hq : ∀ᶠ c in 𝓝 c₀, q (x c) = c) (hl : ContinuousAt l c₀) :
    HasDerivAt (fun c => E (x c)) (-l c₀) c₀ := by
  have h := energy_hasDerivAt (c' := fun _ : Fin 1 => (1 : ℝ)) hsol
    (continuousAt_pi.2 fun _ => hl)
    (hasDerivAt_pi.2 fun _ => (hasDerivAt_id' c₀).congr_of_eventuallyEq hq)
  simpa [dotProduct] using h
```

With one constraint, labelled by the one-element type `Fin 1`, the constraint value \(c\) itself can serve as the path parameter. Its rate is 1, so \(dE/dc=-l\) at \(c_0\). In a constrained DFT calculation the slope of energy against fragment charge is thus minus the converged multiplier, provided that the solutions near \(c_0\) are global penalised minimisers and the multiplier is continuous there.

Without continuity of \(l\) at \(c_0\) the conclusion can fail. Take \(E(q)=|q|\) on the real line with \(x(c)=c\), and let \(l=1\) for \(c<0\) and \(l=-1\) for \(c\ge 0\). Every \(x(c)\) is a penalised minimiser, but \(|c|\) has a kink at \(c_0=0\).

## A harmonic charge and a concave one

```lean
/-- For the harmonic energy `k q² / 2` of a displaced charge `q`, with `k ≥ 0`, the
displacement `c` minimises the penalised energy with multiplier `-k c`. -/
theorem harmonic_witness {k : ℝ} (hk : 0 ≤ k) (c : ℝ) :
    IsPenalisedMin Set.univ (fun q : ℝ => k / 2 * q ^ 2) (fun q (_ : Fin 1) => q)
      (fun _ => -(k * c)) c := by
  refine ⟨Set.mem_univ _, fun y _ => ?_⟩
  simp only [dotProduct, Finset.univ_unique, Finset.sum_singleton]
  nlinarith [mul_nonneg hk (sq_nonneg (y - c))]
```

Let \(q\) be the amount of charge displaced and \(k\) the stiffness that resists the displacement. With \(l=-kc\), the penalised energy at \(y\) exceeds that at \(c\) by

\[
\tfrac k2y^2-kcy+\tfrac k2c^2=\tfrac k2(y-c)^2\ge 0 .
\]

`nlinarith` receives the non-negative product \(k(y-c)^2\) as a hint.

For numbers, take \(k=2\), \(c_1=1\) and \(c_2=2\). Then \(E=q^2\) rises from 1 to 4, the multipliers are \(l_1=-2\) and \(l_2=-4\), and the bounds read \(2\le 3\le 4\).

```lean
/-- For the concave energy `-q²` on `-1 ≤ q ≤ 1`, the state `q = 0` is the constrained
minimiser at constraint value zero, but it minimises the penalised energy for no
multiplier. -/
theorem constrainedMin_without_multiplier :
    IsConstrainedMin (Set.Icc (-1 : ℝ) 1) (fun q => -q ^ 2) (fun q (_ : Fin 1) => q)
        (fun _ => 0) 0 ∧
      ∀ l : Fin 1 → ℝ, ¬ IsPenalisedMin (Set.Icc (-1 : ℝ) 1) (fun q => -q ^ 2)
        (fun q (_ : Fin 1) => q) l 0 := by
  constructor
  · refine ⟨by norm_num, rfl, fun y _ hy => ?_⟩
    have hy0 : y = 0 := congrFun hy 0
    simp [hy0]
  · intro l h
    -- the two end points cannot both lie above the centre
    have hp := h.2 1 (by norm_num)
    have hm := h.2 (-1) (by norm_num)
    simp only [dotProduct, Finset.univ_unique, Finset.sum_singleton] at hp hm
    linarith

end ConstrainedDFT
```

A constrained minimiser need not be a penalised one. For \(E=-q^2\) on \([-1,1]\), the only state with \(q=0\) is \(q=0\), so it is the constrained minimiser. If it also minimised \(-q^2+lq\), comparison with \(q=1\) and \(q=-1\) would give

\[
0\le -1+l,\qquad 0\le -1-l ,
\]

and the sum \(0\le-2\) is false. The inequalities are `hp` and `hm`, and `linarith` finds the contradiction. For this concave energy, no choice of multiplier makes the state at \(q=0\) a penalised minimiser.

```lean
#print axioms ConstrainedDFT.multiplier_antitone
-- 'ConstrainedDFT.multiplier_antitone' depends on axioms: [propext, Classical.choice, Quot.sound]
#print axioms ConstrainedDFT.energy_hasDerivAt_constraint
-- 'ConstrainedDFT.energy_hasDerivAt_constraint' depends on axioms: [propext, Classical.choice, Quot.sound]
#print axioms ConstrainedDFT.constrainedMin_without_multiplier
-- 'ConstrainedDFT.constrainedMin_without_multiplier' depends on axioms: [propext, Classical.choice, Quot.sound]
```
